# Rock-salt structure factors by index parity, and when only all-even reflections survive

If the two ions of a rock-salt crystal scatter almost equally, its diffraction pattern can be indexed with a cubic cell edge half the true length. The all-odd reflections that would reveal the larger cell are too weak to see, and the remaining ones look like those of a simple cubic lattice. To guard against this mistake, it helps to know which reflections depend on the difference between the ions. The theorems below settle this for kinematic (single) scattering from static atoms, and they give exact structure factors against which simulated ones can be checked, if the simulation uses the same approximation, the same eight-atom cubic cell and the same origin.

## Eight atoms and their phases

```lean
import Mathlib

open Complex ComplexConjugate

namespace RockSaltDiffraction

noncomputable section
```

These lines load the mathematical library Mathlib and allow short names such as `exp` and `conj`, the latter for complex conjugation.

```lean
/-- The phase factor `exp(2πi(hx + ky + lz))` of a scatterer at fractional
coordinates `r = (x, y, z)` in the reflection `hkl`. -/
def phase (h k l : ℤ) (r : Fin 3 → ℝ) : ℂ :=
  exp (2 * Real.pi * I * ((h * r 0 + k * r 1 + l * r 2 : ℝ) : ℂ))
```

For integer indices $h,k,l$ and a position $r=(x,y,z)$ in units of the cell edges, this defines

$$p_{hkl}(r)=e^{2\pi i(hx+ky+lz)}.$$

The type `Fin 3 → ℝ` is a triple of real numbers, numbered from 0, so `r 0` is $x$. The annotation `: ℂ` makes the real phase argument a complex number.

```lean
/-- The four sites of the conventional face-centred cubic cell, in fractional coordinates. -/
def fccSite : Fin 4 → Fin 3 → ℝ :=
  ![![0, 0, 0], ![0, 1/2, 1/2], ![1/2, 0, 1/2], ![1/2, 1/2, 0]]
```

These are the four fcc sites $r_0,\dots,r_3$, also numbered from 0.

```lean
/-- The displacement `(1/2, 1/2, 1/2)` between the two sublattices. -/
def bodyShift : Fin 3 → ℝ := fun _ => 1/2
```

This is the displacement $s=(\tfrac12,\tfrac12,\tfrac12)$: the function returns $\tfrac12$ for every coordinate.

```lean
/-- The structure factor of the rock-salt cell: amplitude `f` on the four fcc sites and
amplitude `g` on the same sites displaced by `(1/2, 1/2, 1/2)`. -/
def structureFactor (f g : ℂ) (h k l : ℤ) : ℂ :=
  ∑ j, (f * phase h k l (fccSite j) + g * phase h k l (fccSite j + bodyShift))
```

The structure factor is the sum over all eight atoms,

$$F_{hkl}=\sum_{j=0}^{3}\left[f\,p_{hkl}(r_j)+g\,p_{hkl}(r_j+s)\right].$$

The amplitudes $f$ and $g$ are arbitrary complex numbers, which leaves room for absorption or resonant scattering. For X-rays they are the form factors at the scattering angle of the reflection considered. Some displaced sites have a coordinate equal to 1; they are equivalent to sites inside the cell, because a whole lattice vector leaves the phase unchanged. Thermal motion and multiple scattering are not modelled.

```lean
/-- All three indices are even. -/
abbrev AllEven (h k l : ℤ) : Prop := Even h ∧ Even k ∧ Even l
```

`AllEven h k l` is a proposition (`Prop`), a statement that may be true or false; `∧` means "and".

```lean
/-- All three indices are odd. -/
abbrev AllOdd (h k l : ℤ) : Prop := Odd h ∧ Odd k ∧ Odd l
```

`AllOdd` is the corresponding statement for odd indices. Mixed parity means that neither holds.

## From phases to signs

```lean
/-- Displacing a scatterer multiplies its phase factor by that of the displacement. -/
theorem phase_add (h k l : ℤ) (r s : Fin 3 → ℝ) :
    phase h k l (r + s) = phase h k l r * phase h k l s := by
  unfold phase
  rw [← Complex.exp_add]
  congr 1
  simp only [Pi.add_apply]
  push_cast
  ring
```

The theorem says $p_{hkl}(r+s)=p_{hkl}(r)\,p_{hkl}(s)$ for any two positions. By hand, the phase argument is linear in position, and $e^{a+b}=e^ae^b$. In Lean, `Complex.exp_add` merges the two exponentials, `congr 1` reduces the claim to equality of the exponents, and `ring` does the algebra.

```lean
/-- If `hx + ky + lz` is half an integer `m`, the phase factor is the sign `(-1)^m`. -/
theorem phase_of_half (h k l : ℤ) (r : Fin 3 → ℝ) (m : ℤ)
    (hm : h * r 0 + k * r 1 + l * r 2 = (m : ℝ) / 2) :
    phase h k l r = (-1) ^ m := by
  unfold phase
  rw [hm]
  have e : 2 * (Real.pi : ℂ) * I * (((m : ℝ) / 2 : ℝ) : ℂ) = m * (Real.pi * I) := by
    push_cast
    ring
  rw [e, Complex.exp_int_mul, Complex.exp_pi_mul_I]
```

The hypothesis `hm` says that $hx+ky+lz=m/2$ for an integer $m$. Then

$$p_{hkl}(r)=e^{2\pi i\,m/2}=(e^{i\pi})^m=(-1)^m.$$

The auxiliary equation `e` rewrites the exponent as $m\,(i\pi)$, and the last line applies the two remaining equalities.

```lean
/-- The structure factor is the product of a two-atom basis factor and the fcc centring sum. -/
theorem structureFactor_factor (f g : ℂ) (h k l : ℤ) :
    structureFactor f g h k l =
      (f + (-1) ^ (h + k + l) * g) *
        (1 + (-1) ^ (h + k) + (-1) ^ (h + l) + (-1) ^ (k + l)) := by
  have hs : phase h k l bodyShift = (-1) ^ (h + k + l) :=
    phase_of_half h k l _ _ (by simp only [bodyShift]; push_cast; ring)
  have h0 : phase h k l (fccSite 0) = 1 := by
    rw [phase_of_half h k l (fccSite 0) 0 (by simp [fccSite]), zpow_zero]
  have h1 : phase h k l (fccSite 1) = (-1) ^ (k + l) :=
    phase_of_half h k l _ _ (by simp [fccSite]; ring)
  have h2 : phase h k l (fccSite 2) = (-1) ^ (h + l) :=
    phase_of_half h k l _ _ (by simp [fccSite]; ring)
  have h3 : phase h k l (fccSite 3) = (-1) ^ (h + k) :=
    phase_of_half h k l _ _ (by simp [fccSite]; ring)
  unfold structureFactor
  rw [Fin.sum_univ_four]
  simp only [phase_add, hs, h0, h1, h2, h3]
  ring
```

The phase arguments at the four fcc sites are $0$, $(k+l)/2$, $(h+l)/2$ and $(h+k)/2$; the displacement gives $(h+k+l)/2$. The corresponding signs are `h0` to `h3` and `hs` in the proof. Since every displaced atom carries the same extra sign, it can be taken out of the sum:

$$F_{hkl}=\left[f+(-1)^{h+k+l}g\right]\left[1+(-1)^{h+k}+(-1)^{h+l}+(-1)^{k+l}\right].$$

The first factor belongs to the two-atom basis, the second to the fcc centring. Lean writes out the four terms with `Fin.sum_univ_four`, inserts the signs and factorises with `ring`.

## The three parity classes

```lean
/-- The rock-salt structure factor is `4(f + g)` for all-even indices, `4(f - g)` for
all-odd indices, and zero for indices of mixed parity. -/
theorem structureFactor_rockSalt (f g : ℂ) (h k l : ℤ) :
    (AllEven h k l → structureFactor f g h k l = 4 * (f + g)) ∧
    (AllOdd h k l → structureFactor f g h k l = 4 * (f - g)) ∧
    (¬ AllEven h k l → ¬ AllOdd h k l → structureFactor f g h k l = 0) := by
  have hne : (-1 : ℂ) ≠ 0 := by norm_num
  -- every sign is a product of the three signs (-1)^h, (-1)^k, (-1)^l
  rw [structureFactor_factor]
  simp only [zpow_add₀ hne]
  refine ⟨?_, ?_, ?_⟩
  · rintro ⟨a, b, c⟩
    rw [a.neg_one_zpow, b.neg_one_zpow, c.neg_one_zpow]
    ring
  · rintro ⟨a, b, c⟩
    rw [a.neg_one_zpow, b.neg_one_zpow, c.neg_one_zpow]
    ring
  · intro he ho
    rcases Int.even_or_odd h with a | a <;> rcases Int.even_or_odd k with b | b <;>
      rcases Int.even_or_odd l with c | c
    · exact (he ⟨a, b, c⟩).elim
    rotate_right
    · exact (ho ⟨a, b, c⟩).elim
    -- in the six mixed cases the centring sum cancels
    all_goals
      rw [a.neg_one_zpow, b.neg_one_zpow, c.neg_one_zpow]
      ring
```

The three parts are implications, written `→`:

$$F_{hkl}=\begin{cases}4(f+g)&\text{all even},\\4(f-g)&\text{all odd},\\0&\text{mixed parity}.\end{cases}$$

Write $a=(-1)^h$, $b=(-1)^k$, $c=(-1)^l$. The centring factor is $1+ab+ac+bc$, and the sign in front of $g$ is $abc$.

- If all indices are even, $a=b=c=1$: the centring factor is 4 and $abc=1$.
- If all are odd, $a=b=c=-1$: the centring factor is again 4, but $abc=-1$.
- If the parities are mixed, one sign differs from the other two. Two of the products are then $-1$ and one is $+1$, so the centring factor is $1-1-1+1=0$.

Lean splits powers whose exponents are sums into products with `zpow_add₀`. For the third part it lists the eight parity combinations, rejects the two uniform ones by assumption, and checks the other six with `ring`.

```lean
/-- A reflection is present exactly when its indices are all even and `f + g ≠ 0`, or all
odd and `f ≠ g`. -/
theorem reflection_present_iff (f g : ℂ) (h k l : ℤ) :
    structureFactor f g h k l ≠ 0 ↔
      (AllEven h k l ∧ f + g ≠ 0) ∨ (AllOdd h k l ∧ f ≠ g) := by
  obtain ⟨hE, hO, hM⟩ := structureFactor_rockSalt f g h k l
  constructor
  · intro hF
    by_cases he : AllEven h k l
    · exact Or.inl ⟨he, fun h0 => hF (by rw [hE he, h0, mul_zero])⟩
    · by_cases ho : AllOdd h k l
      · exact Or.inr ⟨ho, fun h0 => hF (by rw [hO ho, h0, sub_self, mul_zero])⟩
      · exact (hF (hM he ho)).elim
  · rintro (⟨he, h0⟩ | ⟨ho, h0⟩)
    · rw [hE he]
      exact mul_ne_zero (by norm_num) h0
    · rw [hO ho]
      exact mul_ne_zero (by norm_num) (sub_ne_zero.mpr h0)
```

"Present" means $F_{hkl}\neq0$. By the three values, this happens exactly when the indices are all even and $f+g\neq0$, or all odd and $f\neq g$. The case $f=-g\neq0$, possible for neutrons because scattering lengths can be negative, removes the all-even reflections instead. The proof handles the two directions of `↔` separately, using that a product with the nonzero number 4 vanishes only if the other factor does.

## Equal scatterers

```lean
/-- When both sublattices carry the same nonzero amplitude, the reflections that survive
are exactly those with all-even indices. -/
theorem equal_scatterers_present_iff {f : ℂ} (hf : f ≠ 0) (h k l : ℤ) :
    structureFactor f f h k l ≠ 0 ↔ AllEven h k l := by
  rw [reflection_present_iff]
  constructor
  · rintro (⟨he, _⟩ | ⟨_, hn⟩)
    · exact he
    · exact (hn rfl).elim
  · intro he
    refine Or.inl ⟨he, ?_⟩
    rw [← two_mul]
    exact mul_ne_zero two_ne_zero hf
```

Set $g=f\neq0$. All-odd reflections vanish because $f-f=0$, and all-even ones have $F_{hkl}=8f\neq0$. The hypothesis `hf` says that the atoms scatter at all.

```lean
/-- The surviving reflections are exactly the all-even ones if and only if the two
amplitudes are equal and nonzero. -/
theorem all_even_pattern_iff (f g : ℂ) :
    (∀ h k l : ℤ, structureFactor f g h k l ≠ 0 ↔ AllEven h k l) ↔ f = g ∧ f ≠ 0 := by
  constructor
  · intro H
    -- the absent 111 reflection forces equal amplitudes
    have hfg : f = g := by
      by_contra hne
      have h111 := (H 1 1 1).mp ((reflection_present_iff f g 1 1 1).mpr
        (Or.inr ⟨⟨odd_one, odd_one, odd_one⟩, hne⟩))
      exact Int.not_even_one h111.1
    -- the forward beam 000 forces them to be nonzero
    have e0 : AllEven 0 0 0 := ⟨by simp, by simp, by simp⟩
    refine ⟨hfg, fun hf => (H 0 0 0).mpr e0 ?_⟩
    rw [(structureFactor_rockSalt f g 0 0 0).1 e0, ← hfg, hf]
    simp
  · rintro ⟨rfl, hf⟩ h k l
    exact equal_scatterers_present_iff hf h k l
```

Here `∀` means "for all": one fixed pair $f,g$ serves every reflection, whereas real X-ray form factors vary with scattering angle. Under that idealisation, the surviving reflections are exactly the all-even ones if and only if $f=g\neq0$.

The new direction needs two reflections. If $f\neq g$, then 111 would be present although its indices are odd, so $f=g$. The forward beam 000 must be present, and there $F_{000}=4(f+g)=8f$, so $f\neq0$. The proof uses 000 for convenience; the measurable reflection 200 has the same structure factor in this model. The other direction is the preceding theorem.

```lean
/-- For common amplitudes `f` and `g`, the squared modulus of the structure factor of an all-even
reflection minus that of an all-odd one equals `64 Re(f g*)`. -/
theorem even_odd_contrast (f g : ℂ) {h k l h' k' l' : ℤ}
    (he : AllEven h k l) (ho : AllOdd h' k' l') :
    normSq (structureFactor f g h k l) - normSq (structureFactor f g h' k' l') =
      64 * (f * conj g).re := by
  have h4 : normSq (4 : ℂ) = 16 := by norm_num [Complex.normSq_apply]
  rw [(structureFactor_rockSalt f g h k l).1 he,
    (structureFactor_rockSalt f g h' k' l').2.1 ho,
    Complex.normSq_mul, Complex.normSq_mul, Complex.normSq_add, Complex.normSq_sub, h4]
  ring

end

end RockSaltDiffraction
```

`normSq` is the squared modulus. For an all-even reflection $hkl$ and an all-odd one $h'k'l'$ with the same amplitudes,

$$|F_{hkl}|^2-|F_{h'k'l'}|^2=16\left(|f+g|^2-|f-g|^2\right)=64\,\mathrm{Re}(fg^*).$$

On expanding the squares, $|f|^2$ and $|g|^2$ cancel and the cross terms $\pm2\,\mathrm{Re}(fg^*)$ add up. The difference is negative when $\mathrm{Re}(fg^*)<0$, in which case the all-odd reflection has the larger squared modulus. Lean inserts the two values, expands with `Complex.normSq_add` and `Complex.normSq_sub`, and finishes with `ring`.

```lean
#print axioms RockSaltDiffraction.structureFactor_rockSalt
#print axioms RockSaltDiffraction.all_even_pattern_iff
#print axioms RockSaltDiffraction.even_odd_contrast
```

```
'RockSaltDiffraction.structureFactor_rockSalt' depends on axioms: [propext, Classical.choice, Quot.sound]
'RockSaltDiffraction.all_even_pattern_iff' depends on axioms: [propext, Classical.choice, Quot.sound]
'RockSaltDiffraction.even_odd_contrast' depends on axioms: [propext, Classical.choice, Quot.sound]
```
